# A bound on the T-move energy error for finite real symmetric Hamiltonians

## How far above the exact energy can T-moves land?

A diffusion Monte Carlo energy obtained with T-moves may be too high by a negligible amount or by more than the energy difference I am after, and the number alone doesn't show which. I know that the sign-violating matrix elements of the Hamiltonian are moved to the diagonal with the help of a trial function $\psi$, and that this pushes the energy up. But by how much? If $\psi$ is nearly proportional to the exact ground state where those elements act, is the error small to first order in the mismatch, or to second?

## Second order in the variation of $\varphi/\psi$ across the links

Second order, at fixed total link weight, if the Hamiltonian is a real symmetric matrix $H$ on a finite set of configurations and $\psi$ vanishes on none of them.

Call two configurations $x\neq y$ a link if $\psi_x H_{xy}\psi_y>0$. These are the elements that would give a walker a negative transition weight. Define

$$w_{xy}=\begin{cases}\psi_x H_{xy}\psi_y & \text{on a link}\\ 0 & \text{otherwise}\end{cases},\qquad W=\tfrac12\sum_{x,y}w_{xy},$$

so that $W$ counts each unordered link once. The T-move matrix $G$ has zeros in place of the link elements, and its diagonal entry at $x$ is $H_{xx}$ plus the sum of $H_{xy}\psi_y/\psi_x$ over the links from $x$.

Let $f$ be any vector and $r_x=f_x/\psi_x$. Only links contribute to the difference of the two matrices:

$$(Gf)_x-(Hf)_x=\sum_{y:\,\text{link}}H_{xy}\left(\frac{\psi_y}{\psi_x}f_x-f_y\right)=\frac1{\psi_x}\sum_y w_{xy}(r_x-r_y).$$

Multiplying by $f_x$ and summing over $x$ gives $\sum_{x,y}w_{xy}(r_x-r_y)r_x$. Since $H$ is symmetric, $w_{xy}=w_{yx}$, and exchanging the names $x$ and $y$ turns this sum into $\sum_{x,y}w_{xy}(r_y-r_x)r_y$. The average of the two forms is

$$\langle f,Gf\rangle-\langle f,Hf\rangle=\tfrac12\sum_{x,y}w_{xy}(r_x-r_y)^2\ \ge 0 .$$

Now let $\varphi$ and $\chi$ be unit ground vectors of $H$ and $G$, with energies $E$ and $E'$. With $\chi$ as a trial vector for $H$,

$$E\le\langle\chi,H\chi\rangle\le\langle\chi,G\chi\rangle=E'.$$

With $\varphi$ as a trial vector for $G$, and $|\varphi_x/\psi_x-\varphi_y/\psi_y|\le\delta$ on every link,

$$E'\le\langle\varphi,G\varphi\rangle=E+\tfrac12\sum_{x,y}w_{xy}\left(\frac{\varphi_x}{\psi_x}-\frac{\varphi_y}{\psi_y}\right)^2\le E+\delta^2W .$$

Hence $0\le E'-E\le\delta^2W$.

The error vanishes exactly when some ground vector of $H$ has equal ratios to $\psi$ at both ends of every link. If $E'=E$, the first chain consists of equalities, so every squared difference for $\chi$ on a link is zero. Then $H\chi=G\chi=E\chi$, and $\chi$ itself is such a ground vector. The converse is the bound with $\delta=0$.

**From one configuration to two.** With a single configuration there are no links, so $G=H$ and the error is zero. The smallest case with a link has two sites, zero diagonal and coupling $t>0$. For $\psi=(1,1)$ the ground vector $\varphi=(1,-1)/\sqrt2$ has $E=-t$, while $G$ is $t$ times the identity and $E'=t$. The ratios differ by $\delta=\sqrt2$ and $W=t$, so the error $2t$ equals $\delta^2W$. With the normalised $\psi=(1,1)/\sqrt2$ the values are $\delta=2$ and $W=t/2$, with the same product.

**An excited state in place of $\varphi$.** It is not enough for $\varphi$ to be some unit eigenvector of $H$. In the same two-site system, the excited vector $(1,1)/\sqrt2$ has a constant ratio to $\psi$, which would give $\delta=0$, yet the ground-energy error is still $2t$.

Here is the whole argument in Lean.

```lean
import Mathlib

open Matrix

namespace TMoveLocalizationError

noncomputable section

variable {n : Type*} [Fintype n] [DecidableEq n]

/-- Two distinct configurations form a sign-violating link when `ψ_x H_xy ψ_y > 0`. -/
def Link (H : Matrix n n ℝ) (ψ : n → ℝ) (x y : n) : Prop :=
  x ≠ y ∧ 0 < ψ x * H x y * ψ y

instance (H : Matrix n n ℝ) (ψ : n → ℝ) (x y : n) : Decidable (Link H ψ x y) :=
  Classical.propDecidable _

/-- The T-move matrix for a nowhere-zero `ψ`: each link element `H_xy` is deleted, and
`H_xy ψ_y / ψ_x` is added to the diagonal entry `x`. -/
def tMove (H : Matrix n n ℝ) (ψ : n → ℝ) : Matrix n n ℝ :=
  Matrix.of fun x y =>
    if x = y then H x x + ∑ z, (if Link H ψ x z then H x z * ψ z / ψ x else 0)
    else if Link H ψ x y then 0 else H x y

/-- The weight `ψ_x H_xy ψ_y` of a link, and zero for a pair that is not a link. -/
def weight (H : Matrix n n ℝ) (ψ : n → ℝ) (x y : n) : ℝ :=
  if Link H ψ x y then ψ x * H x y * ψ y else 0

/-- The sum of the link weights of a symmetric `H`, each unordered link counted once. -/
def totalWeight (H : Matrix n n ℝ) (ψ : n → ℝ) : ℝ :=
  (∑ x, ∑ y, weight H ψ x y) / 2

/-- `φ` is a unit eigenvector of `A` with eigenvalue `E`, and every vector `f` satisfies
`E * (f ⬝ᵥ f) ≤ f ⬝ᵥ (A *ᵥ f)`. -/
structure IsGround (A : Matrix n n ℝ) (E : ℝ) (φ : n → ℝ) : Prop where
  norm : φ ⬝ᵥ φ = 1
  eigen : A *ᵥ φ = E • φ
  lower : ∀ f : n → ℝ, E * (f ⬝ᵥ f) ≤ f ⬝ᵥ (A *ᵥ f)

omit [DecidableEq n] in
/-- The energy expectation value in a ground vector is the ground energy. -/
theorem IsGround.energy {A : Matrix n n ℝ} {E : ℝ} {φ : n → ℝ} (h : IsGround A E φ) :
    φ ⬝ᵥ (A *ᵥ φ) = E := by
  rw [h.eigen, dotProduct_smul, h.norm, smul_eq_mul, mul_one]

omit [Fintype n] [DecidableEq n] in
/-- For a symmetric Hamiltonian the link weight does not depend on the direction of the link. -/
theorem weight_comm {H : Matrix n n ℝ} (hH : H.IsSymm) (ψ : n → ℝ) (x y : n) :
    weight H ψ x y = weight H ψ y x := by
  have e : ψ x * H x y * ψ y = ψ y * H y x * ψ x := by
    rw [hH.apply x y]; ring
  have l : Link H ψ x y ↔ Link H ψ y x := by
    unfold Link
    rw [e, ne_comm]
  by_cases h : Link H ψ x y
  · simp only [weight, if_pos h, if_pos (l.1 h)]
    exact e
  · simp only [weight, if_neg h, if_neg (mt l.2 h)]

omit [Fintype n] [DecidableEq n] in
/-- Link weights are never negative. -/
theorem weight_nonneg (H : Matrix n n ℝ) (ψ : n → ℝ) (x y : n) : 0 ≤ weight H ψ x y := by
  unfold weight
  split_ifs with h
  · exact h.2.le
  · exact le_rfl

/-- For nowhere-zero `ψ`, the T-move matrix acts as `H` plus a term built from the differences
of `f/ψ` across the links. -/
theorem tMove_mulVec (H : Matrix n n ℝ) {ψ : n → ℝ} (hψ : ∀ x, ψ x ≠ 0) (f : n → ℝ) (x : n) :
    (tMove H ψ *ᵥ f) x =
      (H *ᵥ f) x + ∑ y, weight H ψ x y * (f x / ψ x - f y / ψ y) / ψ x := by
  -- split each entry into the original one, the diagonal gain and the deleted element
  have entry : ∀ y, tMove H ψ x y * f y = H x y * f y
      + (if x = y then (∑ z, if Link H ψ x z then H x z * ψ z / ψ x else 0) * f x else 0)
      - (if Link H ψ x y then H x y * f y else 0) := by
    intro y
    by_cases h : x = y
    · subst h
      have hn : ¬ Link H ψ x x := fun h => h.1 rfl
      simp only [tMove, Matrix.of_apply, if_true, if_neg hn]
      ring
    · by_cases hl : Link H ψ x y <;> simp [tMove, h, hl]
  simp only [Matrix.mulVec, dotProduct]
  rw [Finset.sum_congr rfl fun y _ => entry y, Finset.sum_sub_distrib, Finset.sum_add_distrib,
    Finset.sum_ite_eq, if_pos (Finset.mem_univ x), Finset.sum_mul, add_sub_assoc,
    ← Finset.sum_sub_distrib]
  congr 1
  refine Finset.sum_congr rfl fun y _ => ?_
  by_cases hl : Link H ψ x y
  · simp only [weight, if_pos hl]
    have e1 : ψ x * (ψ x)⁻¹ = 1 := mul_inv_cancel₀ (hψ x)
    have e2 : ψ y * (ψ y)⁻¹ = 1 := mul_inv_cancel₀ (hψ y)
    linear_combination (-(H x y * ψ y * f x * (ψ x)⁻¹) + H x y * f y * ψ y * (ψ y)⁻¹) * e1
      + H x y * f y * e2
  · simp [weight, hl]

/-- For symmetric `H` and nowhere-zero `ψ`, localization adds to the quadratic form `f ⬝ᵥ (H *ᵥ f)`
the weighted squared differences of `f/ψ`, summed over unordered links. -/
theorem tMove_energy {H : Matrix n n ℝ} (hH : H.IsSymm) {ψ : n → ℝ} (hψ : ∀ x, ψ x ≠ 0)
    (f : n → ℝ) :
    f ⬝ᵥ (tMove H ψ *ᵥ f) = f ⬝ᵥ (H *ᵥ f)
      + (∑ x, ∑ y, weight H ψ x y * (f x / ψ x - f y / ψ y) ^ 2) / 2 := by
  have h1 : f ⬝ᵥ (tMove H ψ *ᵥ f) = f ⬝ᵥ (H *ᵥ f)
      + ∑ x, ∑ y, weight H ψ x y * (f x / ψ x - f y / ψ y) * (f x / ψ x) := by
    simp only [dotProduct, tMove_mulVec H hψ, mul_add, Finset.sum_add_distrib, Finset.mul_sum]
    congr 1
    refine Finset.sum_congr rfl fun x _ => Finset.sum_congr rfl fun y _ => ?_
    ring
  -- exchange the two ends of each link and average
  have h2 : ∑ x, ∑ y, weight H ψ x y * (f x / ψ x - f y / ψ y) * (f x / ψ x)
      = ∑ x, ∑ y, weight H ψ x y * (f y / ψ y - f x / ψ x) * (f y / ψ y) := by
    rw [Finset.sum_comm]
    refine Finset.sum_congr rfl fun x _ => Finset.sum_congr rfl fun y _ => ?_
    rw [weight_comm hH ψ y x]
  have h3 : ∑ x, ∑ y, weight H ψ x y * (f x / ψ x - f y / ψ y) * (f x / ψ x)
      + ∑ x, ∑ y, weight H ψ x y * (f y / ψ y - f x / ψ x) * (f y / ψ y)
      = ∑ x, ∑ y, weight H ψ x y * (f x / ψ x - f y / ψ y) ^ 2 := by
    simp only [← Finset.sum_add_distrib]
    refine Finset.sum_congr rfl fun x _ => Finset.sum_congr rfl fun y _ => ?_
    ring
  linarith

/-- Let `H` be symmetric, `ψ` nowhere zero and `φ` a unit ground vector of `H`. If `φ/ψ` differs
by at most `δ` across each link, the T-move ground energy exceeds the exact one by an amount
between zero and `δ²` times the total link weight. -/
theorem localization_error {H : Matrix n n ℝ} (hH : H.IsSymm) {ψ φ χ : n → ℝ}
    (hψ : ∀ x, ψ x ≠ 0) {E E' δ : ℝ} (hφ : IsGround H E φ) (hχ : IsGround (tMove H ψ) E' χ)
    (hδ : ∀ x y, Link H ψ x y → |φ x / ψ x - φ y / ψ y| ≤ δ) :
    0 ≤ E' - E ∧ E' - E ≤ δ ^ 2 * totalWeight H ψ := by
  constructor
  · -- the ground vector of the T-move matrix is a trial vector for `H`
    have h1 := hφ.lower χ
    have h2 := tMove_energy hH hψ χ
    have h3 : 0 ≤ ∑ x, ∑ y, weight H ψ x y * (χ x / ψ x - χ y / ψ y) ^ 2 :=
      Finset.sum_nonneg fun x _ => Finset.sum_nonneg fun y _ =>
        mul_nonneg (weight_nonneg H ψ x y) (sq_nonneg _)
    rw [hχ.norm] at h1
    rw [hχ.energy] at h2
    linarith
  · -- the exact ground vector is a trial vector for the T-move matrix
    have h1 := hχ.lower φ
    rw [hφ.norm, tMove_energy hH hψ φ, hφ.energy] at h1
    have h2 : ∑ x, ∑ y, weight H ψ x y * (φ x / ψ x - φ y / ψ y) ^ 2
        ≤ δ ^ 2 * ∑ x, ∑ y, weight H ψ x y := by
      simp only [Finset.mul_sum]
      refine Finset.sum_le_sum fun x _ => Finset.sum_le_sum fun y _ => ?_
      by_cases hl : Link H ψ x y
      · have hs : (φ x / ψ x - φ y / ψ y) ^ 2 ≤ δ ^ 2 :=
          sq_le_sq' (abs_le.1 (hδ x y hl)).1 (abs_le.1 (hδ x y hl)).2
        rw [mul_comm (δ ^ 2)]
        exact mul_le_mul_of_nonneg_left hs (weight_nonneg H ψ x y)
      · simp [weight, hl]
    unfold totalWeight
    linarith

/-- For symmetric `H` and nowhere-zero `ψ`, the T-move ground energy is exact if and only if some
ground vector of `H` has the same ratio to `ψ` at both ends of every link. -/
theorem localization_exact_iff {H : Matrix n n ℝ} (hH : H.IsSymm) {ψ φ χ : n → ℝ}
    (hψ : ∀ x, ψ x ≠ 0) {E E' : ℝ} (hφ : IsGround H E φ) (hχ : IsGround (tMove H ψ) E' χ) :
    E' = E ↔ ∃ η, IsGround H E η ∧ ∀ x y, Link H ψ x y → η x / ψ x = η y / ψ y := by
  constructor
  · intro hE
    have hnn : ∀ x y, 0 ≤ weight H ψ x y * (χ x / ψ x - χ y / ψ y) ^ 2 := fun x y =>
      mul_nonneg (weight_nonneg H ψ x y) (sq_nonneg _)
    have h1 := hφ.lower χ
    have h2 := tMove_energy hH hψ χ
    rw [hχ.norm] at h1
    rw [hχ.energy] at h2
    have h0 : ∑ x, ∑ y, weight H ψ x y * (χ x / ψ x - χ y / ψ y) ^ 2 = 0 :=
      le_antisymm (by linarith)
        (Finset.sum_nonneg fun x _ => Finset.sum_nonneg fun y _ => hnn x y)
    -- a vanishing sum of nonnegative terms forces equal ratios on every link
    have hr : ∀ x y, Link H ψ x y → χ x / ψ x = χ y / ψ y := by
      intro x y hl
      have hx := (Finset.sum_eq_zero_iff_of_nonneg
        (fun x _ => Finset.sum_nonneg fun y _ => hnn x y)).1 h0 x (Finset.mem_univ x)
      have hxy := (Finset.sum_eq_zero_iff_of_nonneg
        (fun y _ => hnn x y)).1 hx y (Finset.mem_univ y)
      rcases mul_eq_zero.1 hxy with h | h
      · rw [weight, if_pos hl] at h
        exact absurd h hl.2.ne'
      · exact sub_eq_zero.1 ((pow_eq_zero_iff two_ne_zero).1 h)
    refine ⟨χ, ⟨hχ.norm, ?_, hφ.lower⟩, hr⟩
    funext x
    have hs : ∑ y, weight H ψ x y * (χ x / ψ x - χ y / ψ y) / ψ x = 0 := by
      refine Finset.sum_eq_zero fun y _ => ?_
      by_cases hl : Link H ψ x y
      · rw [hr x y hl, sub_self, mul_zero, zero_div]
      · simp [weight, hl]
    have h := tMove_mulVec H hψ χ x
    rw [hs, add_zero, hχ.eigen, hE] at h
    exact h.symm
  · rintro ⟨η, hη, hr⟩
    have h := localization_error hH hψ (δ := 0) hη hχ
      (fun x y hl => by rw [hr x y hl, sub_self, abs_zero])
    have h2 := h.2
    rw [zero_pow two_ne_zero, zero_mul] at h2
    linarith [h.1]

/-- Two sites with coupling `t > 0` and `ψ = (1, 1)` attain the upper bound with `δ = √2`: the
ground energies are `-t` for `H` and `t` for the T-move matrix. -/
theorem two_site_sharp {t : ℝ} (ht : 0 < t) :
    IsGround !![0, t; t, 0] (-t) ![√2 / 2, -(√2 / 2)] ∧
    IsGround (tMove !![0, t; t, 0] ![1, 1]) t ![1, 0] ∧
    (∀ x y : Fin 2,
      |(![√2 / 2, -(√2 / 2)] : Fin 2 → ℝ) x / (![1, 1] : Fin 2 → ℝ) x
        - (![√2 / 2, -(√2 / 2)] : Fin 2 → ℝ) y / (![1, 1] : Fin 2 → ℝ) y| ≤ √2) ∧
    t - (-t) = √2 ^ 2 * totalWeight !![0, t; t, 0] ![1, 1] := by
  have hs : √2 * √2 = (2 : ℝ) := Real.mul_self_sqrt (by norm_num)
  have h0 : (0 : ℝ) ≤ √2 := Real.sqrt_nonneg 2
  have hG : tMove !![0, t; t, 0] ![1, 1] = !![t, 0; 0, t] := by
    ext i j
    fin_cases i <;> fin_cases j <;> simp [tMove, Link, Fin.sum_univ_two, ht]
  have hw : totalWeight !![0, t; t, 0] ![1, 1] = t := by
    simp [totalWeight, weight, Link, Fin.sum_univ_two, ht]
  refine ⟨⟨?_, ?_, ?_⟩, ?_, ?_, ?_⟩
  · rw [dotProduct, Fin.sum_univ_two]
    change √2 / 2 * (√2 / 2) + -(√2 / 2) * -(√2 / 2) = 1
    linear_combination hs / 2
  · ext i
    fin_cases i <;> simp [Matrix.mulVec, dotProduct, Fin.sum_univ_two]
  · intro f
    simp [Matrix.mulVec, dotProduct, Fin.sum_univ_two]
    nlinarith [mul_nonneg ht.le (sq_nonneg (f 0 + f 1))]
  · rw [hG]
    refine ⟨?_, ?_, fun f => le_of_eq ?_⟩
    · simp [dotProduct, Fin.sum_univ_two]
    · ext i
      fin_cases i <;> simp [Matrix.mulVec, dotProduct, Fin.sum_univ_two]
    · simp [Matrix.mulVec, dotProduct, Fin.sum_univ_two]
      ring
  · intro x y
    fin_cases x <;> fin_cases y
    · change |√2 / 2 / 1 - √2 / 2 / 1| ≤ √2
      rw [abs_le]
      constructor <;> linarith
    · change |√2 / 2 / 1 - -(√2 / 2) / 1| ≤ √2
      rw [abs_le]
      constructor <;> linarith
    · change |-(√2 / 2) / 1 - √2 / 2 / 1| ≤ √2
      rw [abs_le]
      constructor <;> linarith
    · change |-(√2 / 2) / 1 - -(√2 / 2) / 1| ≤ √2
      rw [abs_le]
      constructor <;> linarith
  · rw [hw, pow_two, hs]
    ring

end

end TMoveLocalizationError
```

```lean
#print axioms TMoveLocalizationError.localization_error
#print axioms TMoveLocalizationError.localization_exact_iff
#print axioms TMoveLocalizationError.two_site_sharp
```

```
'TMoveLocalizationError.localization_error' depends on axioms: [propext, Classical.choice, Quot.sound]
'TMoveLocalizationError.localization_exact_iff' depends on axioms: [propext, Classical.choice, Quot.sound]
'TMoveLocalizationError.two_site_sharp' depends on axioms: [propext, Classical.choice, Quot.sound]
```

**What the statements say.** The finite type `n` is the set of configurations, `H` is the Hamiltonian matrix, and `hH : H.IsSymm` makes it symmetric. `Link`, `weight`, `totalWeight` and `tMove` are the links, $w_{xy}$, $W$ and $G$ above. `IsGround A E φ` says that `φ` has unit norm, satisfies the eigenvalue equation with energy `E`, and that the quadratic form of `A` at every vector is at least `E` times the squared norm of that vector. Degenerate ground states are allowed, and `ψ` need not be normalised.

`localization_error` takes a ground vector of each matrix as given and returns both inequalities. `localization_exact_iff` is the criterion for zero error; its ground vector `η` may differ from the given `φ`. `two_site_sharp` records a ground vector of each matrix, the ratio bound and the equality for $\psi=(1,1)$.

All off-diagonal elements of `H` are treated alike here, whereas continuum diffusion Monte Carlo applies T-moves to the nonlocal pseudopotential and handles the kinetic energy separately, by drift and diffusion with a fixed-node constraint. The error of that constraint is not covered by this bound. The model has no time step and no sampling noise. The minimum runs over all vectors on the configuration set, so for fermions the configurations should label antisymmetrised basis states. The bound also contains the exact $\varphi$, which a simulation does not know, so it does not supply an error bar. The weighted sum from which it follows shows what makes the upper bound small: a nearly constant ratio $\varphi/\psi$ across the links, above all across those with large weight.

**How the code reaches the bound.** `tMove_mulVec` is the formula for $Gf-Hf$. Its local statement `entry` splits each matrix element into the original one, the diagonal gain and the deleted part; on a link, `linear_combination` then finishes the algebra using $\psi_x\psi_x^{-1}=1$ and the same identity at $y$.

`tMove_energy` is the symmetrised identity. Step `h1` multiplies by $f_x$ and sums, `h2` exchanges the two ends by `Finset.sum_comm` and `weight_comm`, and `h3` adds the two forms to get the squares.

In `localization_error`, the two branches are the two trial-vector arguments. `IsGround.energy` replaces the expectation value in a ground vector by its energy, and `weight_nonneg` gives the sign of the added term. In the second branch, `sq_le_sq'` turns the bound on each ratio difference into a bound on its square.

For `localization_exact_iff`, `Finset.sum_eq_zero_iff_of_nonneg` is used twice, once for each sum, to show that every term vanishes. `tMove_mulVec` then shows that `χ` is an eigenvector of `H`. The reverse direction calls `localization_error` with `δ := 0`.

In `two_site_sharp`, the matrix and the weight are evaluated entry by entry. The lower bound $-t$ on the energy of `H` comes from $t(f_0+f_1)^2\ge0$, which is the term handed to `nlinarith`.
